# With a state at energy zero and intensities in [0, M], omitting the k states at or above c > 0 changes the thermal average by at most M·k·exp(−c/T)

In a ligand-field multiplet calculation of an L or M edge, one can diagonalise the initial-state Hamiltonian, subtract the lowest eigenvalue, and compute a core-excitation spectrum for each state below a cutoff c. These spectra are averaged with renormalised Boltzmann weights. The result bounds the resulting error at each photon energy, for a finite list of states with given energies and intensities. The failures described under each hypothesis are argued in the text alone.

## Finitely many initial states

The finite type `ι` labels the states, for instance those of one 3dⁿ configuration. E_i is an energy, I_i the intensity at one photon energy, and T the thermal energy in the units of E. Write w_i = exp(−E_i/T). The sum of w_i over a set is its `partitionSum`, and `average` is the weighted intensity sum divided by it. For a nonempty set the denominator is positive. With infinitely many omitted states, k would be infinite and the bound empty.

```lean
import Mathlib

open Finset

namespace ThermalMultipletCutoff

noncomputable section

variable {ι : Type*}

/-- Partition sum of the states in `s` at thermal energy `T ≠ 0`, in the units of `E`. -/
def partitionSum (s : Finset ι) (T : ℝ) (E : ι → ℝ) : ℝ :=
  ∑ i ∈ s, Real.exp (-E i / T)

/-- Boltzmann average of the intensity `I` over a nonempty set `s` of initial states,
at thermal energy `T ≠ 0`. -/
def average (s : Finset ι) (T : ℝ) (E I : ι → ℝ) : ℝ :=
  (∑ i ∈ s, Real.exp (-E i / T) * I i) / partitionSum s T E

/-- The partition sum of a nonempty set of states is positive. -/
theorem partitionSum_pos {s : Finset ι} (hs : s.Nonempty) (T : ℝ) (E : ι → ℝ) :
    0 < partitionSum s T E :=
  Finset.sum_pos (fun _ _ => Real.exp_pos _) hs
```

## Intensities between 0 and M

Absorption intensities are nonnegative, and M bounds them all, including those never computed. For broadening by a Lorentzian of unit area and half-width Γ at half maximum, one valid M is the largest total transition strength of any initial state divided by πΓ.

An average of numbers in [0, M] stays in [0, M]; `average_mem` proves this by comparing sums term by term.

```lean
/-- The Boltzmann average over a nonempty set of states of intensities in `[0, M]`
lies in `[0, M]`. -/
theorem average_mem {s : Finset ι} (hs : s.Nonempty) (T : ℝ) {M : ℝ} (E : ι → ℝ) {I : ι → ℝ}
    (hI : ∀ i, 0 ≤ I i ∧ I i ≤ M) : 0 ≤ average s T E I ∧ average s T E I ≤ M := by
  have hZ := partitionSum_pos hs T E
  constructor
  · exact div_nonneg
      (Finset.sum_nonneg fun i _ => mul_nonneg (Real.exp_pos _).le (hI i).1) hZ.le
  · unfold average
    rw [div_le_iff₀ hZ, partitionSum, Finset.mul_sum]
    apply Finset.sum_le_sum
    intro i _
    have h := mul_le_mul_of_nonneg_left (hI i).2 (Real.exp_pos (-E i / T)).le
    linarith
```

Let K be the kept states (E_i < c) and O the omitted ones (E_i ≥ c), with partition sums Z_K and Z_O, and let Z = Z_K + Z_O. In Lean, K and O are `kept` and `omitted`.

```lean
variable [Fintype ι]

/-- The states kept in the calculation: those with energy below the cutoff `c`. -/
def kept (E : ι → ℝ) (c : ℝ) : Finset ι := univ.filter (fun i => E i < c)

/-- The states left out of the calculation: those with energy at least `c`. -/
def omitted (E : ι → ℝ) (c : ℝ) : Finset ι := univ.filter (fun i => c ≤ E i)

/-- The states at energy zero. -/
def zeroLevel (E : ι → ℝ) : Finset ι := univ.filter (fun i => E i = 0)

/-- A sum over all states is the sum over the kept states plus the sum over the omitted ones. -/
theorem sum_kept_add_sum_omitted (E : ι → ℝ) (c : ℝ) (f : ι → ℝ) :
    ∑ i ∈ kept E c, f i + ∑ i ∈ omitted E c, f i = ∑ i, f i := by
  unfold kept omitted
  rw [Finset.sum_filter, Finset.sum_filter, ← Finset.sum_add_distrib]
  apply Finset.sum_congr rfl
  intro i _
  by_cases h : E i < c
  · simp [h, not_le.mpr h]
  · simp [h, not_lt.mp h]
```

Let A be the full average and A_K the truncated one. Then

Z·A = Z_K·A_K + Σ_{i∈O} w_i I_i.

Subtracting Z·A_K = (Z_K + Z_O)·A_K gives

A − A_K = (1/Z) Σ_{i∈O} w_i (I_i − A_K).

In the proof, `hA` and `hF` clear the denominators of the two averages, `h1` and `h2` split the sums, and `linear_combination` combines them.

```lean
/-- If some state is kept, the truncation error is the Boltzmann-weighted sum, over the omitted
states, of their intensity minus the truncated average, divided by the full partition sum. -/
theorem truncation_error_eq (T c : ℝ) (E I : ι → ℝ) (hk : (kept E c).Nonempty) :
    average univ T E I - average (kept E c) T E I =
      (∑ i ∈ omitted E c, Real.exp (-E i / T) * (I i - average (kept E c) T E I)) /
        partitionSum univ T E := by
  have hZk := partitionSum_pos hk T E
  have hZ := partitionSum_pos (hk.mono (Finset.subset_univ _)) T E
  have hA : average (kept E c) T E I * partitionSum (kept E c) T E =
      ∑ i ∈ kept E c, Real.exp (-E i / T) * I i := div_mul_cancel₀ _ hZk.ne'
  have hF : average univ T E I * partitionSum univ T E =
      ∑ i, Real.exp (-E i / T) * I i := div_mul_cancel₀ _ hZ.ne'
  have h1 := sum_kept_add_sum_omitted E c (fun i => Real.exp (-E i / T) * I i)
  have h2 : partitionSum (kept E c) T E + partitionSum (omitted E c) T E =
      partitionSum univ T E := sum_kept_add_sum_omitted E c _
  have h3 : ∀ a : ℝ, ∑ i ∈ omitted E c, Real.exp (-E i / T) * (I i - a) =
      ∑ i ∈ omitted E c, Real.exp (-E i / T) * I i - partitionSum (omitted E c) T E * a := by
    intro a
    simp only [mul_sub, Finset.sum_sub_distrib, partitionSum, Finset.sum_mul]
  rw [h3, eq_div_iff hZ.ne']
  linear_combination hF - h1 + average (kept E c) T E I * h2 - hA
```

Since I_i and A_K both lie in [0, M], they differ by at most M, so the triangle inequality gives

|A − A_K| ≤ M·Z_O/Z.

The argument needs only that intensities differ by at most M. If they may differ by 2M, as in a signed dichroism spectrum, a kept state at 0 with intensity −M and an omitted one at c with +M give an error 2M·x/(1 + x), where x = exp(−c/T). For M > 0 this exceeds M·x.

```lean
/-- For intensities in `[0, M]` and at least one kept state, the truncation error is at most
`M` times the thermal population of the omitted states. -/
theorem truncation_error_le_population (T c : ℝ) {M : ℝ} (E : ι → ℝ) {I : ι → ℝ}
    (hI : ∀ i, 0 ≤ I i ∧ I i ≤ M) (hk : (kept E c).Nonempty) :
    |average univ T E I - average (kept E c) T E I| ≤
      M * (partitionSum (omitted E c) T E / partitionSum univ T E) := by
  have hZ := partitionSum_pos (hk.mono (Finset.subset_univ _)) T E
  obtain ⟨hA0, hAM⟩ := average_mem hk T E hI
  rw [truncation_error_eq T c E I hk, abs_div, abs_of_pos hZ, ← mul_div_assoc]
  refine div_le_div_of_nonneg_right ?_ hZ.le
  refine (Finset.abs_sum_le_sum_abs _ _).trans ?_
  rw [partitionSum, Finset.mul_sum]
  apply Finset.sum_le_sum
  intro i _
  -- two numbers in [0, M] differ by at most M
  have h : |I i - average (kept E c) T E I| ≤ M := by
    rw [abs_le]
    constructor <;> linarith [(hI i).1, (hI i).2]
  rw [abs_mul, abs_of_pos (Real.exp_pos _), mul_comm]
  exact mul_le_mul_of_nonneg_right h (Real.exp_pos _).le
```

## A state at energy zero, with T > 0 and c > 0

The hypothesis `h0` fixes the energy reference. Let g ≥ 1 be the number of states at zero, the size of `zeroLevel`, and k the number omitted. Other energies may even be negative.

- Because c > 0, the zero-energy states are kept, each with weight 1, so Z_K ≥ g (`ha`). If the lowest energy is 0 and c ≤ 0, nothing is kept and there is no average to renormalise.
- Because T > 0, E_i ≥ c implies w_i ≤ x, so Z_O ≤ kx (`hb`). For T < 0, a state above c outweighs x, and the sharper bound below can fail.

Multiplying the two estimates gives Z_O·g ≤ kx·Z_K. Adding kx·Z_O to both sides and dividing yields

Z_O/Z ≤ kx/(g + kx).

Lean cross-multiplies with `div_le_div_iff₀` and uses the same product.

If all energies are positive, the title's bound M·k·x can fail: a dark state at c/2 and a state of intensity M > 0 at c give an error M·u/(1 + u) with u = exp(−c/(2T)), which exceeds M·u² = M·x for large c/T.

```lean
/-- Let `T, c > 0`, intensities lie in `[0, M]`, and `g ≥ 1` states have energy zero. Omitting the
`k` states with energy at least `c` changes the average by at most `M k x / (g + k x)`,
where `x = exp (-c / T)`. -/
theorem truncation_error_le_degenerate {T c M : ℝ} (hT : 0 < T) (hc : 0 < c) {E I : ι → ℝ}
    (h0 : ∃ i, E i = 0) (hI : ∀ i, 0 ≤ I i ∧ I i ≤ M) :
    |average univ T E I - average (kept E c) T E I| ≤
      M * ((omitted E c).card * Real.exp (-c / T) /
        ((zeroLevel E).card + (omitted E c).card * Real.exp (-c / T))) := by
  obtain ⟨i₀, hi₀⟩ := h0
  have hM : 0 ≤ M := (hI i₀).1.trans (hI i₀).2
  have hk : (kept E c).Nonempty := ⟨i₀, by simp [kept, hi₀, hc]⟩
  have hgpos : (0 : ℝ) < (zeroLevel E).card := by
    exact_mod_cast Finset.card_pos.mpr ⟨i₀, by simp [zeroLevel, hi₀]⟩
  -- each state at energy zero contributes one to the kept partition sum
  have ha : ((zeroLevel E).card : ℝ) ≤ partitionSum (kept E c) T E := by
    have h1 : ∑ i ∈ zeroLevel E, Real.exp (-E i / T) = ∑ i ∈ zeroLevel E, (1 : ℝ) := by
      apply Finset.sum_congr rfl
      intro i hi
      have hi' : E i = 0 := (Finset.mem_filter.mp hi).2
      simp [hi']
    have h2 : zeroLevel E ⊆ kept E c := by
      intro i hi
      have hi' : E i = 0 := (Finset.mem_filter.mp hi).2
      exact Finset.mem_filter.mpr ⟨Finset.mem_univ i, by rw [hi']; exact hc⟩
    have h3 : ∑ i ∈ zeroLevel E, Real.exp (-E i / T) ≤ partitionSum (kept E c) T E :=
      Finset.sum_le_sum_of_subset_of_nonneg h2 fun _ _ _ => (Real.exp_pos _).le
    rw [h1] at h3
    simpa using h3
  -- each omitted state contributes at most exp (-c / T)
  have hb : partitionSum (omitted E c) T E ≤ (omitted E c).card * Real.exp (-c / T) := by
    rw [← nsmul_eq_mul]
    apply Finset.sum_le_card_nsmul
    intro i hi
    have hi' : c ≤ E i := (Finset.mem_filter.mp hi).2
    exact Real.exp_le_exp.mpr (div_le_div_of_nonneg_right (neg_le_neg hi') hT.le)
  have hZ := partitionSum_pos (hk.mono (Finset.subset_univ _)) T E
  have hsplit : partitionSum (kept E c) T E + partitionSum (omitted E c) T E =
      partitionSum univ T E := sum_kept_add_sum_omitted E c _
  have hy : 0 ≤ (omitted E c).card * Real.exp (-c / T) := by positivity
  refine (truncation_error_le_population T c E hI hk).trans
    (mul_le_mul_of_nonneg_left ?_ hM)
  rw [div_le_div_iff₀ hZ (by linarith), ← hsplit]
  have h := mul_le_mul hb ha hgpos.le hy
  linarith
```

Since g ≥ 1, the denominator is at least 1, and the error is at most M·k·x.

```lean
/-- Let `T, c > 0`, some state have energy zero, and intensities lie in `[0, M]`. Omitting the `k`
states with energy at least `c` and renormalizing changes the thermal intensity by at most
`M k exp (-c / T)`. -/
theorem truncation_error_le {T c M : ℝ} (hT : 0 < T) (hc : 0 < c) {E I : ι → ℝ}
    (h0 : ∃ i, E i = 0) (hI : ∀ i, 0 ≤ I i ∧ I i ≤ M) :
    |average univ T E I - average (kept E c) T E I| ≤
      M * (omitted E c).card * Real.exp (-c / T) := by
  refine (truncation_error_le_degenerate hT hc h0 hI).trans ?_
  obtain ⟨i₀, hi₀⟩ := h0
  have hM : 0 ≤ M := (hI i₀).1.trans (hI i₀).2
  have hg : (1 : ℝ) ≤ (zeroLevel E).card := by
    exact_mod_cast Finset.card_pos.mpr ⟨i₀, by simp [zeroLevel, hi₀]⟩
  have hy : 0 ≤ (omitted E c).card * Real.exp (-c / T) := by positivity
  rw [mul_assoc]
  exact mul_le_mul_of_nonneg_left (div_le_self hy (by linarith)) hM
```

## A cutoff chosen from the tolerance

Before k is known, it can be replaced by the total number of states N. The hypothesis `hε` reads M·N ≤ ε·exp(c/T); for M, ε > 0 this means

c ≥ T·ln(M·N/ε).

A 3d⁸ configuration has N = 45. For ε = 0.01·M at 300 K, where T ≈ 0.0259 eV, c = 0.22 eV suffices. For c below T·ln(M·N/ε) the theorem gives no guarantee, though the error may still be below ε.

```lean
/-- Let `T, c > 0`, some state have energy zero, and intensities lie in `[0, M]`. If `M` times the
total number of states is at most `ε exp (c / T)`, the truncation error is at most `ε`. -/
theorem truncation_error_le_tolerance {T c M ε : ℝ} (hT : 0 < T) (hc : 0 < c) {E I : ι → ℝ}
    (h0 : ∃ i, E i = 0) (hI : ∀ i, 0 ≤ I i ∧ I i ≤ M)
    (hε : M * Fintype.card ι ≤ ε * Real.exp (c / T)) :
    |average univ T E I - average (kept E c) T E I| ≤ ε := by
  refine (truncation_error_le hT hc h0 hI).trans ?_
  obtain ⟨i₀, _⟩ := h0
  have hM : 0 ≤ M := (hI i₀).1.trans (hI i₀).2
  have hcard : ((omitted E c).card : ℝ) ≤ Fintype.card ι := by
    exact_mod_cast Finset.card_le_univ (omitted E c)
  have h1 := (mul_le_mul_of_nonneg_left hcard hM).trans hε
  have h2 := mul_le_mul_of_nonneg_right h1 (Real.exp_pos (-c / T)).le
  have h3 : Real.exp (c / T) * Real.exp (-c / T) = 1 := by
    rw [← Real.exp_add, neg_div, add_neg_cancel, Real.exp_zero]
  rwa [mul_assoc ε, h3, mul_one] at h2
```

## A two-level multiplet that attains the sharper bound

Take g + 1 dark states at zero and k states of intensity M at c; Lean's `g` here is one less than the degeneracy. The truncated average is 0 and the full one is

M·kx/(g + 1 + kx),

so the error equals the sharper bound. The proof evaluates both averages directly.

```lean
/-- Energies of a two-level multiplet: `g + 1` states at zero and `k` states at `c`. -/
def modelEnergy (g k : ℕ) (c : ℝ) : Fin (g + 1) ⊕ Fin k → ℝ :=
  Sum.elim (fun _ => 0) (fun _ => c)

/-- Intensities of the two-level multiplet: `0` for the first `g + 1` states, `M` for the
other `k`. -/
def modelIntensity (g k : ℕ) (M : ℝ) : Fin (g + 1) ⊕ Fin k → ℝ :=
  Sum.elim (fun _ => 0) (fun _ => M)

/-- For `c > 0` and `M ≥ 0` the two-level multiplet has `g + 1` states at energy zero and `k`
omitted states, and its truncation error equals `M k x / (g + 1 + k x)` with
`x = exp (-c / T)`. -/
theorem truncation_error_sharp (g k : ℕ) (T : ℝ) {c M : ℝ} (hc : 0 < c) (hM : 0 ≤ M) :
    (zeroLevel (modelEnergy g k c)).card = g + 1 ∧
    (omitted (modelEnergy g k c) c).card = k ∧
    |average univ T (modelEnergy g k c) (modelIntensity g k M) -
      average (kept (modelEnergy g k c) c) T (modelEnergy g k c) (modelIntensity g k M)| =
      M * (k * Real.exp (-c / T) / (((g + 1 : ℕ) : ℝ) + k * Real.exp (-c / T))) := by
  refine ⟨?_, ?_, ?_⟩
  · rw [zeroLevel, Finset.card_filter, Fintype.sum_sum_type]
    simp [modelEnergy, hc.ne']
  · rw [omitted, Finset.card_filter, Fintype.sum_sum_type]
    simp [modelEnergy, not_le.mpr hc]
  · -- all kept states are dark
    have hkept : average (kept (modelEnergy g k c) c) T (modelEnergy g k c)
        (modelIntensity g k M) = 0 := by
      have hs : ∑ i ∈ kept (modelEnergy g k c) c,
          Real.exp (-modelEnergy g k c i / T) * modelIntensity g k M i = 0 := by
        apply Finset.sum_eq_zero
        rintro (i | i) hi
        · simp [modelIntensity]
        · exact absurd (Finset.mem_filter.mp hi).2 (lt_irrefl c)
      rw [average, hs, zero_div]
    have hfull : average univ T (modelEnergy g k c) (modelIntensity g k M) =
        M * (k * Real.exp (-c / T) / (((g + 1 : ℕ) : ℝ) + k * Real.exp (-c / T))) := by
      simp only [average, partitionSum, modelEnergy, modelIntensity, Fintype.sum_sum_type,
        Sum.elim_inl, Sum.elim_inr, neg_zero, zero_div, Real.exp_zero, mul_zero,
        Finset.sum_const, Finset.card_univ, Fintype.card_fin, nsmul_eq_mul, mul_one, zero_add]
      ring
    rw [hfull, hkept, sub_zero, abs_of_nonneg (by positivity)]

end

end ThermalMultipletCutoff
```

```lean
#print axioms ThermalMultipletCutoff.truncation_error_le
#print axioms ThermalMultipletCutoff.truncation_error_le_tolerance
#print axioms ThermalMultipletCutoff.truncation_error_sharp
```

```
'ThermalMultipletCutoff.truncation_error_le' depends on axioms: [propext, Classical.choice, Quot.sound]
'ThermalMultipletCutoff.truncation_error_le_tolerance' depends on axioms: [propext, Classical.choice, Quot.sound]
'ThermalMultipletCutoff.truncation_error_sharp' depends on axioms: [propext, Classical.choice, Quot.sound]
```
